# The squared-sinc PAW compensation charge: one unit of charge within \(r_c\), and a cutoff that is \(C^1\) but not \(C^2\)

**Q:** Which functions are these, and in which conventions?

**A:** In the projector augmented-wave (PAW) method, compensation charges are added to the smooth pseudo-density to correct its multipole moments in the atomic spheres. Here we study one spherical shape for such a charge, normalised to one unit. The radius \(r\) and the cutoff radius \(r_c\) are real numbers, with \(r_c>0\) in every theorem about the charge. The shape function and its prefactor are

\[
k(r)=\left(\frac{\sin(\pi r/r_c)}{\pi r/r_c}\right)^2,\qquad N=\frac{\pi}{2r_c^3}.
\]

At the origin \(k\) takes its limiting value 1, which `Real.sinc` has built in.

```lean
import Mathlib

open Real Set Filter Topology

namespace PAWCompensationCharge

noncomputable section

/-- The squared-sinc shape function `k(r) = (sin(πr/r_c)/(πr/r_c))²`, with value `1` at the
origin; the domain is `r_c ≠ 0`. -/
def shape (rc r : ℝ) : ℝ := Real.sinc (π * r / rc) ^ 2

/-- The prefactor `N = π/(2 r_c³)` of the shape function, for `r_c ≠ 0`. -/
def normalization (rc : ℝ) : ℝ := π / (2 * rc ^ 3)
```

**Q:** Is the enclosed charge simply defined to be the closed form you want?

**A:** No, it is the radial integral \(Q(r)=4\pi N\int_0^r s^2k(s)\,ds\), with the volume factor written out. The density \(Nk\) is therefore a charge per volume, with no spherical-harmonic factor absorbed into it.

```lean
/-- The charge `4πN ∫₀ʳ s² k(s) ds` inside the sphere of radius `r`, for `r_c ≠ 0`. -/
def enclosedCharge (rc r : ℝ) : ℝ :=
  4 * π * normalization rc * ∫ s in (0 : ℝ)..r, s ^ 2 * shape rc s
```

**Q:** That integrand has no cutoff. Where is the charge confined to the sphere?

**A:** The cutoff is a separate operation. The compensation density \(\rho\) is \(Nk(r)\) for \(r\le r_c\) and zero beyond. For \(0\le r\le r_c\), \(Q(r)\) is the charge of \(\rho\) within \(r\); beyond \(r_c\), \(Q\) continues with the uncut function.

```lean
/-- A radial function cut off at `r_c`: unchanged up to `r_c` and zero beyond. -/
def truncate (rc : ℝ) (f : ℝ → ℝ) (r : ℝ) : ℝ := if r ≤ rc then f r else 0

/-- The compensation density: `N k(r)` up to `r_c` and zero beyond, for `r_c ≠ 0`. -/
def compensationDensity (rc : ℝ) : ℝ → ℝ :=
  truncate rc (fun r => normalization rc * shape rc r)
```

**Q:** Show me the calculation before any more code.

**A:** The charge comes first. The factor \(s^2\) cancels the denominator of \(k\), and \(4\pi N=2\pi^2/r_c^3\), so

\[
4\pi N s^2k(s)=\frac{2\pi^2}{r_c^3}\,\frac{r_c^2}{\pi^2}\sin^2\frac{\pi s}{r_c}
=\frac{2}{r_c}\sin^2\frac{\pi s}{r_c}
=\frac1{r_c}\left(1-\cos\frac{2\pi s}{r_c}\right).
\]

Integrating from 0 to \(r\) gives

\[
Q(r)=\frac r{r_c}-\frac{1}{2\pi}\sin\frac{2\pi r}{r_c}.
\]

The integrand is never negative, so \(Q\) is monotone, and \(Q(r_c)=1-\sin(2\pi)/(2\pi)=1\).

For the smoothness, take \(r>0\) and set \(u(r)=\sin(\pi r/r_c)/r\), so that \(k=(r_c/\pi)^2u^2\). Then

\[
k'=2\left(\frac{r_c}{\pi}\right)^2uu',\qquad
u'=\frac1r\left(\frac{\pi}{r_c}\cos\frac{\pi r}{r_c}-\frac{\sin(\pi r/r_c)}{r}\right).
\]

At \(r_c\) the sine vanishes and the cosine is \(-1\), so \(u=0\) and \(u'=-\pi/r_c^2\). Hence \(k=k'=0\) there, while

\[
k''(r_c)=2\left(\frac{r_c}{\pi}\right)^2\left(u'^2+uu''\right)=2\,\frac{r_c^2}{\pi^2}\,\frac{\pi^2}{r_c^4}=\frac2{r_c^2}.
\]

Outside, \(\rho\) and all its derivatives are zero. Value and slope match at \(r_c\), but \(\rho''\) is \(N\cdot 2/r_c^2=\pi/r_c^5\) from inside and 0 from outside.

The formula for \(k'\) gets its own name:

```lean
/-- The explicit formula for the slope of the shape function, for `r ≠ 0` and `r_c ≠ 0`. -/
def shapeSlope (rc r : ℝ) : ℝ :=
  2 * (rc / π) ^ 2 * (sin (π * r / rc) / r) *
    ((π / rc * cos (π * r / rc) - sin (π * r / rc) / r) / r)
```

**Q:** Dividing by \(s\) is suspect at the origin. How is the cancellation justified there?

**A:** By treating \(s=0\) separately: both sides are then zero. For \(s\ne0\) the quotient formula for sinc applies.

```lean
/-- For `r_c > 0` the volume factor `s²` cancels the denominator of the shape function. -/
theorem sq_mul_shape {rc : ℝ} (hrc : 0 < rc) (s : ℝ) :
    s ^ 2 * shape rc s = (rc / π) ^ 2 * sin (π * s / rc) ^ 2 := by
  by_cases hs : s = 0
  · subst hs
    simp
  · have hx : π * s / rc ≠ 0 := div_ne_zero (mul_ne_zero pi_ne_zero hs) hrc.ne'
    rw [shape, Real.sinc_of_ne_zero hx]
    field_simp
```

**Q:** And the integral?

**A:** The proof runs the calculation backwards. It differentiates the closed form and uses the double-angle formula to reach \((2/r_c)\sin^2(\pi r/r_c)\).

```lean
/-- For `r_c > 0` the function `r/r_c - sin(2πr/r_c)/(2π)` has derivative
`(2/r_c) sin²(πr/r_c)`. -/
theorem hasDerivAt_charge {rc : ℝ} (hrc : 0 < rc) (r : ℝ) :
    HasDerivAt (fun x : ℝ => x / rc - sin (2 * π * x / rc) / (2 * π))
      (2 / rc * sin (π * r / rc) ^ 2) r := by
  have h1 : HasDerivAt (fun x : ℝ => 2 * π * x / rc) (2 * π / rc) r :=
    (((hasDerivAt_id' r).const_mul (2 * π)).div_const rc).congr_deriv (by ring)
  have h2 : HasDerivAt (fun x : ℝ => x / rc - sin (2 * π * x / rc) / (2 * π))
      (1 / rc - cos (2 * π * r / rc) * (2 * π / rc) / (2 * π)) r :=
    ((hasDerivAt_id' r).div_const rc).fun_sub (h1.sin.div_const (2 * π))
  refine h2.congr_deriv ?_
  -- the double-angle formula
  have hc : cos (2 * π * r / rc) = 1 - 2 * sin (π * r / rc) ^ 2 := by
    rw [show 2 * π * r / rc = 2 * (π * r / rc) by ring, Real.cos_two_mul]
    linarith [Real.sin_sq_add_cos_sq (π * r / rc)]
  rw [hc]
  generalize sin (π * r / rc) = t
  have h3 : (1 - 2 * t ^ 2) * (2 * π / rc) / (2 * π) = (1 - 2 * t ^ 2) / rc := by
    field_simp
  rw [h3]
  ring
```

The lemma `h` below identifies this derivative with the integrand, and the fundamental theorem of calculus gives the integral. The lower limit contributes zero.

```lean
/-- For `r_c > 0` the enclosed charge is `r/r_c - sin(2πr/r_c)/(2π)`. -/
theorem enclosedCharge_eq {rc : ℝ} (hrc : 0 < rc) (r : ℝ) :
    enclosedCharge rc r = r / rc - sin (2 * π * r / rc) / (2 * π) := by
  have h : ∀ s, 4 * π * normalization rc * (s ^ 2 * shape rc s)
      = 2 / rc * sin (π * s / rc) ^ 2 := by
    intro s
    rw [sq_mul_shape hrc, normalization]
    generalize sin (π * s / rc) = t
    field_simp
    ring
  have hint := intervalIntegral.integral_eq_sub_of_hasDerivAt (a := 0) (b := r)
    (fun x _ => hasDerivAt_charge hrc x)
    (Continuous.intervalIntegrable (by fun_prop) _ _)
  simp only [enclosedCharge, ← intervalIntegral.integral_const_mul, h]
  rw [hint]
  simp
```

**Q:** Monotone on which range?

**A:** On the whole real line, which includes the physical range \(r\ge0\). The derivative is a square times a positive constant. The second half of the theorem is the normalisation, \(Q(r_c)=1\).

```lean
/-- For `r_c > 0` the enclosed charge never decreases with the radius, and the sphere of
radius `r_c` holds exactly one unit of charge. -/
theorem enclosedCharge_monotone_and_unit {rc : ℝ} (hrc : 0 < rc) :
    Monotone (enclosedCharge rc) ∧ enclosedCharge rc rc = 1 := by
  constructor
  · rw [funext (enclosedCharge_eq hrc)]
    refine monotone_of_deriv_nonneg
      (fun x => (hasDerivAt_charge hrc x).differentiableAt) (fun x => ?_)
    rw [(hasDerivAt_charge hrc x).deriv]
    positivity
  · rw [enclosedCharge_eq hrc, mul_div_cancel_right₀ _ hrc.ne', Real.sin_two_pi,
      div_self hrc.ne']
    simp
```

**Q:** Is `shapeSlope` really the derivative of \(k\), or only a formula with that name?

**A:** For \(r>0\) it is proved to be the derivative. The product rule is applied to \(u\cdot u\), and the result carries over to \(k\) because the two expressions agree near \(r\).

```lean
/-- For `r_c > 0` and `r > 0` the shape function has the slope given by `shapeSlope`. -/
theorem hasDerivAt_shape {rc r : ℝ} (hrc : 0 < rc) (hr : 0 < r) :
    HasDerivAt (shape rc) (shapeSlope rc r) r := by
  have hl : HasDerivAt (fun x : ℝ => π * x / rc) (π / rc) r :=
    (((hasDerivAt_id' r).const_mul π).div_const rc).congr_deriv (by ring)
  have hu := hl.sin.fun_div (hasDerivAt_id' r) hr.ne'
  refine (((hu.fun_mul hu).const_mul ((rc / π) ^ 2)).congr_deriv ?_).congr_of_eventuallyEq ?_
  · unfold shapeSlope
    generalize sin (π * r / rc) = t
    generalize cos (π * r / rc) = c
    field_simp
    ring
  · filter_upwards [Ioi_mem_nhds hr] with x hx
    have hx0 : x ≠ 0 := (Set.mem_Ioi.mp hx).ne'
    have e : shape rc x = x ^ 2 * shape rc x / x ^ 2 := by field_simp
    rw [e, sq_mul_shape hrc]
    ring
```

Differentiating the formula once more at \(r_c\) leaves only the \(u'^2\) term, since the other one contains the vanishing sine.

```lean
/-- For `r_c > 0` the formula `shapeSlope` vanishes at `r_c` and has derivative `2/r_c²`
there. -/
theorem shapeSlope_at_cutoff {rc : ℝ} (hrc : 0 < rc) :
    shapeSlope rc rc = 0 ∧ HasDerivAt (shapeSlope rc) (2 / rc ^ 2) rc := by
  have hp : π * rc / rc = π := mul_div_cancel_right₀ π hrc.ne'
  constructor
  · unfold shapeSlope
    rw [hp, Real.sin_pi]
    simp
  · have hl : HasDerivAt (fun x : ℝ => π * x / rc) (π / rc) rc :=
      (((hasDerivAt_id' rc).const_mul π).div_const rc).congr_deriv (by ring)
    have hA := hl.sin.fun_div (hasDerivAt_id' rc) hrc.ne'
    have hB := ((hl.cos.const_mul (π / rc)).fun_sub hA).fun_div (hasDerivAt_id' rc) hrc.ne'
    refine ((hA.const_mul (2 * (rc / π) ^ 2)).fun_mul hB).congr_deriv ?_
    -- only the term that differentiates the vanishing sine survives
    simp only [hp, Real.sin_pi, Real.cos_pi, zero_div, zero_mul, mul_zero, add_zero, sub_zero]
    field_simp
```

The next theorem states the result for \(k\) itself. Its three parts say \(k(r_c)=0\), \(k'(r_c)=0\) and \(k''(r_c)=2/r_c^2\), the last as a derivative of `deriv (shape rc)`.

```lean
/-- For `r_c > 0` the shape function and its slope vanish at `r_c`, while its second
derivative there is `2/r_c²`. -/
theorem shape_at_cutoff {rc : ℝ} (hrc : 0 < rc) :
    shape rc rc = 0 ∧ HasDerivAt (shape rc) 0 rc ∧
      HasDerivAt (deriv (shape rc)) (2 / rc ^ 2) rc := by
  obtain ⟨h0, h2⟩ := shapeSlope_at_cutoff hrc
  refine ⟨?_, h0 ▸ hasDerivAt_shape hrc hrc, h2.congr_of_eventuallyEq ?_⟩
  · rw [shape, mul_div_cancel_right₀ π hrc.ne', Real.sinc_of_ne_zero pi_ne_zero, Real.sin_pi]
    simp
  · filter_upwards [Ioi_mem_nhds hrc] with x hx
    exact (hasDerivAt_shape hrc hx).deriv
```

**Q:** Those are statements about the uncut function. What happens when you truncate?

**A:** If value and slope both vanish at \(r_c\), truncating and differentiating can be done in either order. Inside, the function is unchanged nearby; outside, it is zero nearby; at \(r_c\), the left and right derivatives are both zero and are glued into one.

```lean
/-- A function that vanishes at `r_c` gives zero everywhere from `r_c` outwards when cut off. -/
theorem truncate_eq_zero {rc x : ℝ} {f : ℝ → ℝ} (h0 : f rc = 0) (hx : rc ≤ x) :
    truncate rc f x = 0 := by
  rcases eq_or_lt_of_le hx with h | h
  · simp [truncate, ← h, h0]
  · exact if_neg (not_le_of_gt h)

/-- If a function and its slope both vanish at `r_c`, the slope of the truncated function is
the truncated slope, at each radius `r` where the function has that slope or `r > r_c`. -/
theorem hasDerivAt_truncate {rc r : ℝ} {f f' : ℝ → ℝ}
    (hf : r ≤ rc → HasDerivAt f (f' r) r) (h0 : f rc = 0) (h1 : f' rc = 0) :
    HasDerivAt (truncate rc f) (truncate rc f' r) r := by
  rcases lt_trichotomy r rc with h | h | h
  · have e : truncate rc f' r = f' r := if_pos h.le
    rw [e]
    refine (hf h.le).congr_of_eventuallyEq ?_
    filter_upwards [Iio_mem_nhds h] with x hx
    exact if_pos (Set.mem_Iio.mp hx).le
  · -- at the cutoff, glue the two one-sided derivatives
    rw [h] at hf ⊢
    have hf0 := hf le_rfl
    rw [h1] at hf0
    rw [truncate_eq_zero h1 le_rfl]
    have hl : HasDerivWithinAt (truncate rc f) 0 (Iic rc) rc :=
      hf0.hasDerivWithinAt.congr (fun x hx => if_pos hx) (if_pos le_rfl)
    have hr : HasDerivWithinAt (truncate rc f) 0 (Ici rc) rc :=
      (hasDerivAt_const rc (0 : ℝ)).hasDerivWithinAt.congr
        (fun x hx => truncate_eq_zero h0 hx) (truncate_eq_zero h0 le_rfl)
    have hu := hl.union hr
    rwa [Set.Iic_union_Ici, hasDerivWithinAt_univ] at hu
  · rw [truncate_eq_zero h1 h.le]
    refine (hasDerivAt_const r (0 : ℝ)).congr_of_eventuallyEq ?_
    filter_upwards [Ioi_mem_nhds h] with x hx
    exact truncate_eq_zero h0 (Set.mem_Ioi.mp hx).le
```

**Q:** Then how is "\(C^1\), not \(C^2\)" expressed?

**A:** In five parts: \(\rho\) is differentiable at every \(r>0\); \(\rho'\) is continuous on \(r>0\); the derivative of \(\rho'\) at \(r_c\) is \(\pi/r_c^5\) from inside (`Iic rc`); it is 0 from outside (`Ici rc`); and \(\rho'\) is not differentiable at \(r_c\). The first part matters because Lean's `deriv` returns 0 where no derivative exists, so continuity of `deriv` alone would say too little.

For continuity, the proof writes \(\rho'(r)\) as the uncut slope \(Nk'\) evaluated at \(\min(r,r_c)\), a composition of continuous functions. For the last part, a two-sided second derivative would have to equal both one-sided values, yet \(\pi/r_c^5>0\).

```lean
/-- For `r_c > 0` the compensation density is continuously differentiable on `r > 0`, but its
second derivative at `r_c` is `π/r_c⁵` from inside and `0` from outside, so it is not twice
differentiable there. -/
theorem compensationDensity_C1_not_C2 {rc : ℝ} (hrc : 0 < rc) :
    (∀ r, 0 < r → DifferentiableAt ℝ (compensationDensity rc) r) ∧
    ContinuousOn (deriv (compensationDensity rc)) (Ioi 0) ∧
    HasDerivWithinAt (deriv (compensationDensity rc)) (π / rc ^ 5) (Iic rc) rc ∧
    HasDerivWithinAt (deriv (compensationDensity rc)) 0 (Ici rc) rc ∧
    ¬ DifferentiableAt ℝ (deriv (compensationDensity rc)) rc := by
  obtain ⟨hs0, hs2⟩ := shapeSlope_at_cutoff hrc
  let S : ℝ → ℝ := fun r => normalization rc * shapeSlope rc r
  have hS0 : S rc = 0 := by simp [S, hs0]
  have hd : ∀ r, 0 < r → HasDerivAt (compensationDensity rc) (truncate rc S r) r :=
    fun r hr => hasDerivAt_truncate (fun _ => (hasDerivAt_shape hrc hr).const_mul _)
      (by simp [(shape_at_cutoff hrc).1]) hS0
  have hev : deriv (compensationDensity rc) =ᶠ[𝓝 rc] truncate rc S := by
    filter_upwards [Ioi_mem_nhds hrc] with x hx
    exact (hd x hx).deriv
  have hin : HasDerivWithinAt (deriv (compensationDensity rc)) (π / rc ^ 5) (Iic rc) rc := by
    have h : HasDerivAt S (π / rc ^ 5) rc :=
      (hs2.const_mul (normalization rc)).congr_deriv (by
        unfold normalization
        field_simp)
    have e : ∀ x, x ≤ rc → truncate rc S x = S x := fun x hx => if_pos hx
    have ht : HasDerivWithinAt (truncate rc S) (π / rc ^ 5) (Iic rc) rc :=
      h.hasDerivWithinAt.congr (fun x hx => e x hx) (e rc le_rfl)
    exact ht.congr_of_eventuallyEq (hev.filter_mono nhdsWithin_le_nhds) hev.eq_of_nhds
  have hout : HasDerivWithinAt (deriv (compensationDensity rc)) 0 (Ici rc) rc := by
    have ht : HasDerivWithinAt (truncate rc S) 0 (Ici rc) rc :=
      (hasDerivAt_const rc (0 : ℝ)).hasDerivWithinAt.congr
        (fun x hx => truncate_eq_zero hS0 hx) (truncate_eq_zero hS0 le_rfl)
    exact ht.congr_of_eventuallyEq (hev.filter_mono nhdsWithin_le_nhds) hev.eq_of_nhds
  refine ⟨fun r hr => (hd r hr).differentiableAt, ?_, hin, hout, fun hdiff => ?_⟩
  · -- the truncated slope at `r` is the full slope at `min r rc`
    have hS : ContinuousOn S (Ioi 0) := by
      intro x hx
      have hx0 : x ≠ 0 := (Set.mem_Ioi.mp hx).ne'
      have hrc0 : rc ≠ 0 := hrc.ne'
      apply ContinuousAt.continuousWithinAt
      simp only [S, shapeSlope]
      fun_prop (disch := assumption)
    have hmin : ContinuousOn (fun r => S (min r rc)) (Ioi 0) :=
      hS.comp (by fun_prop) (fun x hx => lt_min hx hrc)
    refine hmin.congr (fun x hx => ?_)
    rw [(hd x hx).deriv]
    show truncate rc S x = S (min x rc)
    rcases le_total x rc with h | h
    · rw [min_eq_left h]
      exact if_pos h
    · rw [min_eq_right h, hS0]
      exact truncate_eq_zero hS0 h
  · -- a second derivative would have to equal both one-sided values
    have h1 := (uniqueDiffWithinAt_Iic rc).eq_deriv _ hdiff.hasDerivAt.hasDerivWithinAt hin
    have h2 := (uniqueDiffWithinAt_Ici rc).eq_deriv _ hdiff.hasDerivAt.hasDerivWithinAt hout
    have h3 : 0 < π / rc ^ 5 := by positivity
    linarith

end

end PAWCompensationCharge
```

```lean
#print axioms PAWCompensationCharge.enclosedCharge_monotone_and_unit
#print axioms PAWCompensationCharge.compensationDensity_C1_not_C2
```

```
'PAWCompensationCharge.enclosedCharge_monotone_and_unit' depends on axioms: [propext, Classical.choice, Quot.sound]
'PAWCompensationCharge.compensationDensity_C1_not_C2' depends on axioms: [propext, Classical.choice, Quot.sound]
```

**Q:** So what may I take from this for an actual PAW calculation?

**A:** For this one spherical shape, treated as a function of the radius, the density can be scaled to any required monopole charge, and a scheme that differentiates it twice meets a jump at \(r_c\). Compensation charges of higher angular momentum, smoothness at the nucleus in three dimensions and errors on a numerical grid all need separate arguments.
